# Products of real matrices with nonnegative minors: sign-free fermion steps on a line

## Ordered configurations

Exchanging two identical fermions reverses the sign of their state, so to ask when propagation along a line of lattice sites produces only nonnegative amplitudes, we fix the sign of each configuration by listing its occupied sites in increasing order.

Number the sites $0,\dots,M-1$. Each site has a single orbital, the orbitals are orthonormal, and all the fermions have the same spin. A configuration of $k$ fermions is $r=(r_0<\dots<r_{k-1})$ and stands for the normalised Slater determinant of those site orbitals. If a real $M\times M$ matrix $G$ propagates each particle, the amplitude from $c$ to $r$ is the minor

$$D_G(r,c)=\det\big(G_{r_a c_b}\big)_{a,b=0}^{k-1}.$$

These amplitudes are real weights, as in imaginary-time propagation, and not complex real-time amplitudes. We call $G$ sign-free if $D_G(r,c)\ge 0$ for all $k$, $r$ and $c$; the textbook name is *totally nonnegative*.

## Sign-free steps compose

If $G_1,\dots,G_n$ are sign-free, so is $G_1\cdots G_n$, for every $n\ge 0$. The rightmost factor acts first.

In Lean, `Config k M` is the type of strictly increasing maps from `Fin k` to `Fin M`, `amplitude G r c` is $D_G(r,c)$, and `SignFree G` is the condition above. The theorem `signFree_prod` takes a list `L` of matrices, assumes that each member is sign-free, and concludes that `L.prod` is. The empty list gives the identity.

In determinant quantum Monte Carlo, a fixed auxiliary field gives a product of one-particle matrices; the theorem applies to a single fermion species when those matrices are real and sign-free. Replacing the evolution under a given Hamiltonian by such a product is a separate step, which the hypotheses do not supply.

## Summing over intermediate configurations

Write $B[f,c]$ for the matrix with entries $B_{f(a)c_b}$. Expanding the determinant of $AB$ and then each matrix product gives

$$D_{AB}(r,c)=\sum_{\sigma}\operatorname{sgn}\sigma\prod_a\sum_m A_{r_a m}B_{m c_{\sigma(a)}}
=\sum_f\Big(\prod_a A_{r_a f(a)}\Big)\det B[f,c],$$

where $\sigma$ runs over permutations of the particles and $f$ over all assignments of intermediate sites to them.

If $f$ uses a site twice, $B[f,c]$ has two equal rows and its determinant vanishes. Otherwise $f=s\circ\sigma$ for exactly one ordered configuration $s$ and one permutation $\sigma$, and $\det B[f,c]=\operatorname{sgn}\sigma\,D_B(s,c)$. For fixed $s$, the sum over $\sigma$ rebuilds a determinant of $A$:

$$D_{AB}(r,c)=\sum_s\Big(\sum_\sigma \operatorname{sgn}\sigma\prod_a A_{r_a s_{\sigma(a)}}\Big)D_B(s,c)=\sum_s D_A(r,s)\,D_B(s,c).$$

This is the Cauchy–Binet formula. If $A$ and $B$ are sign-free, every term is nonnegative.

For the identity, $D_1(r,c)$ is 1 if $r=c$. Otherwise some site of $r$ is missing from $c$, which gives a zero row and hence the value 0. Induction on the number of factors finishes the argument.

## Site weights and neighbour hops

A diagonal matrix with weights $d_m\ge 0$ has $D(r,c)=\big(\prod_a d_{r_a}\big)D_1(r,c)\ge 0$, so it is sign-free.

Let $E_{ij}$ have a single entry 1 in row $i$, column $j$. The step $1+tE_{ij}$ lets a particle at $j$ stay or hop to $i$ with amplitude $t\ge 0$. Suppose $i$ and $j$ are neighbours. If $r$ does not contain $i$, the minor is that of the identity. If $r_a=i$, linearity in row $a$ gives

$$D(r,c)=D_1(r,c)+t\,\det 1[r',c],$$

where $r'$ is $r$ with $r_a$ replaced by $j$. Since no site lies between $i$ and $j$, $r'$ is still weakly increasing. Either it repeats a site and the last determinant is 0, or it is an ordered configuration and the determinant is 0 or 1.

## Two hops on three sites

Take $A=1+2E_{01}$ and $B=1+3E_{12}$. Then $BA=1+2E_{01}+3E_{12}$, and the amplitude from $(1,2)$ to $(0,1)$ is

$$\det\begin{pmatrix}2&0\\1&3\end{pmatrix}=6.$$

The intermediate configurations $(0,1)$, $(0,2)$, $(1,2)$ contribute $1\cdot0+3\cdot2+0\cdot1=6$. The first particle moves out of the way, and the second follows.

## A hop over an occupied site

Nonnegative matrix entries, which are the amplitudes for $k=1$, do not suffice. For $1+tE_{02}$ on three sites with $t>0$, the amplitude from $(1,2)$ to $(0,1)$ is

$$\det\begin{pmatrix}0&t\\1&0\end{pmatrix}=-t<0.$$

The particle from site 2 has passed the one at site 1. The product consisting of this factor alone therefore violates the conclusion.

## The Lean file

```lean
import Mathlib

open Finset

namespace SignFreeLineFermions

/-- A configuration of `k` fermions on a line of `M` sites: the occupied sites listed in
increasing order. -/
abbrev Config (k M : ℕ) := {s : Fin k → Fin M // StrictMono s}

noncomputable instance (k M : ℕ) : Fintype (Config k M) := Fintype.ofFinite _

/-- The amplitude for `k` fermions to go from configuration `c` to configuration `r` when each
particle is propagated by `G`: the minor of `G` with rows `r` and columns `c`. -/
def amplitude {k M : ℕ} (G : Matrix (Fin M) (Fin M) ℝ) (r c : Config k M) : ℝ :=
  (G.submatrix r.1 c.1).det

/-- A one-particle step is sign-free if its amplitudes between ordered configurations are
nonnegative for every number of fermions. -/
def SignFree {M : ℕ} (G : Matrix (Fin M) (Fin M) ℝ) : Prop :=
  ∀ (k : ℕ) (r c : Config k M), 0 ≤ amplitude G r c

variable {k M : ℕ}

/-- A determinant is the signed sum, over all ways to assign the columns to the rows, of the
products of the corresponding entries. -/
theorem det_rows (N : Matrix (Fin k) (Fin k) ℝ) :
    N.det = ∑ σ : Equiv.Perm (Fin k),
      ((Equiv.Perm.sign σ : ℤ) : ℝ) * ∏ a, N a (σ a) := by
  rw [← Matrix.det_transpose, Matrix.det_apply']
  rfl

/-- A minor of a two-step propagator is a sum over all assignments `f` of intermediate sites
to the particles. -/
theorem det_mul_expand (A B : Matrix (Fin M) (Fin M) ℝ) (r c : Fin k → Fin M) :
    ((A * B).submatrix r c).det =
      ∑ f : Fin k → Fin M, (∏ a, A (r a) (f a)) * (B.submatrix f c).det := by
  simp only [det_rows, Matrix.submatrix_apply, Matrix.mul_apply, Finset.prod_univ_sum,
    Fintype.piFinset_univ, Finset.prod_mul_distrib, Finset.mul_sum]
  rw [Finset.sum_comm]
  exact Finset.sum_congr rfl fun f _ => Finset.sum_congr rfl fun σ _ => by ring

/-- Composition law (Cauchy-Binet formula): the amplitude of two successive steps is the sum
over all ordered intermediate configurations of the product of the amplitudes. -/
theorem amplitude_mul (A B : Matrix (Fin M) (Fin M) ℝ) (r c : Config k M) :
    amplitude (A * B) r c = ∑ s : Config k M, amplitude A r s * amplitude B s c := by
  unfold amplitude
  rw [det_mul_expand]
  -- an ordered configuration and a permutation determine the assignment, and conversely
  have hinj : Function.Injective
      (fun p : Config k M × Equiv.Perm (Fin k) => p.1.1 ∘ p.2) := by
    rintro ⟨⟨s, hs⟩, σ⟩ ⟨⟨t, ht⟩, τ⟩ h
    have h : s ∘ σ = t ∘ τ := h
    have hr : Set.range s = Set.range t := by
      rw [← σ.surjective.range_comp s, ← τ.surjective.range_comp t, h]
    obtain rfl := (hs.range_inj ht).1 hr
    have hστ : σ = τ := Equiv.ext fun a => hs.injective (congrFun h a)
    subst hστ
    rfl
  -- assignments with a doubly occupied site do not contribute
  have hzero : ∀ f ∉ Set.range (fun p : Config k M × Equiv.Perm (Fin k) => p.1.1 ∘ p.2),
      (∏ a, A (r.1 a) (f a)) * (B.submatrix f c.1).det = 0 := by
    intro f hf
    by_cases hi : Function.Injective f
    · exact absurd ⟨(⟨f ∘ Tuple.sort f, (Tuple.monotone_sort f).strictMono_of_injective
        (hi.comp (Tuple.sort f).injective)⟩, (Tuple.sort f).symm), by funext a; simp⟩ hf
    · obtain ⟨a, b, hab, hne⟩ := Function.not_injective_iff.1 hi
      have hd : (B.submatrix f c.1).det = 0 :=
        Matrix.det_zero_of_row_eq hne (by funext d; simp [Matrix.submatrix_apply, hab])
      rw [hd, mul_zero]
  have key := Fintype.sum_of_injective
    (fun p : Config k M × Equiv.Perm (Fin k) => p.1.1 ∘ p.2) hinj
    (fun p => (∏ a, A (r.1 a) ((p.1.1 ∘ p.2) a)) * (B.submatrix (p.1.1 ∘ p.2) c.1).det)
    (fun f => (∏ a, A (r.1 a) (f a)) * (B.submatrix f c.1).det) hzero (fun _ => rfl)
  refine key.symm.trans ?_
  rw [Fintype.sum_prod_type]
  refine Finset.sum_congr rfl fun s _ => ?_
  -- the permutations of one configuration add up to a determinant
  rw [det_rows (A.submatrix r.1 s.1), Finset.sum_mul]
  refine Finset.sum_congr rfl fun σ _ => ?_
  have hp : (B.submatrix (s.1 ∘ σ) c.1).det =
      ((Equiv.Perm.sign σ : ℤ) : ℝ) * (B.submatrix s.1 c.1).det :=
    Matrix.det_permute σ (B.submatrix s.1 c.1)
  change (∏ a, A (r.1 a) (s.1 (σ a))) * (B.submatrix (s.1 ∘ σ) c.1).det = _
  rw [hp]
  simp only [Matrix.submatrix_apply]
  ring

/-- The overlap determinant of a weakly ordered list of sites with an ordered configuration is
nonnegative. -/
theorem overlap_nonneg {r c : Fin k → Fin M} (hr : Monotone r) (hc : StrictMono c) :
    0 ≤ ((1 : Matrix (Fin M) (Fin M) ℝ).submatrix r c).det := by
  by_cases hi : Function.Injective r
  · by_cases h : ∀ a, r a ∈ Set.range c
    · -- the same sites are occupied, so the two ordered lists coincide
      choose g hg using h
      have hg' : Function.Injective g := fun a b hab => hi (by rw [← hg a, ← hg b, hab])
      have hs : Function.Surjective g := Finite.surjective_of_injective hg'
      have hrc : Set.range r = Set.range c := by
        rw [← hs.range_comp c]
        exact congrArg Set.range (funext fun a => (hg a).symm)
      have hEq : r = c := ((hr.strictMono_of_injective hi).range_inj hc).1 hrc
      rw [hEq, Matrix.submatrix_one c hc.injective, Matrix.det_one]
      exact zero_le_one
    · obtain ⟨a, ha⟩ := not_forall.1 h
      have h0 : ∀ b, (1 : Matrix (Fin M) (Fin M) ℝ).submatrix r c a b = 0 := fun b => by
        rw [Matrix.submatrix_apply]
        exact Matrix.one_apply_ne (fun e => ha ⟨b, e.symm⟩)
      exact (Matrix.det_eq_zero_of_row_eq_zero a h0).ge
  · obtain ⟨a, b, hab, hne⟩ := Function.not_injective_iff.1 hi
    exact (Matrix.det_zero_of_row_eq hne
      (by funext d; simp [Matrix.submatrix_apply, Matrix.one_apply, hab])).ge

/-- Ordered lattice fermions keep their sign: if every step in a list is sign-free, the product
of all the steps is sign-free. -/
theorem signFree_prod (L : List (Matrix (Fin M) (Fin M) ℝ)) (h : ∀ G ∈ L, SignFree G) :
    SignFree L.prod := by
  induction L with
  | nil =>
    intro k r c
    rw [List.prod_nil]
    exact overlap_nonneg r.2.monotone c.2
  | cons G L ih =>
    intro k r c
    rw [List.prod_cons, amplitude_mul]
    exact Finset.sum_nonneg fun s _ => mul_nonneg (h G (by simp) k r s)
      (ih (fun A hA => h A (by simp [hA])) k s c)

/-- Multiplying each site by a nonnegative weight is a sign-free step. -/
theorem signFree_diagonal (d : Fin M → ℝ) (hd : ∀ i, 0 ≤ d i) :
    SignFree (Matrix.diagonal d) := by
  intro k r c
  have h : (Matrix.diagonal d).submatrix r.1 c.1 = Matrix.of fun a b =>
      d (r.1 a) * (1 : Matrix (Fin M) (Fin M) ℝ).submatrix r.1 c.1 a b := by
    ext a b
    simp [Matrix.diagonal_apply, Matrix.one_apply]
  unfold amplitude
  rw [h, Matrix.det_mul_column]
  exact mul_nonneg (Finset.prod_nonneg fun a _ => hd _) (overlap_nonneg r.2.monotone c.2)

/-- A step that lets a particle hop from site `j` to a neighbouring site `i` with nonnegative
amplitude `t`, or stay where it is, is sign-free. -/
theorem signFree_hop (i j : Fin M) (hij : i.val + 1 = j.val ∨ j.val + 1 = i.val)
    {t : ℝ} (ht : 0 ≤ t) : SignFree (1 + t • Matrix.single i j (1 : ℝ)) := by
  intro k r c
  unfold amplitude
  by_cases h : ∃ a, r.1 a = i
  · obtain ⟨a, ha⟩ := h
    -- moving one particle to a neighbouring site keeps the weak order
    have hmono : Monotone (Function.update r.1 a j) := by
      intro x y hxy
      simp only [Function.update_apply]
      split_ifs with hx hy hy
      · exact le_rfl
      · have h1 : r.1 a < r.1 y := r.2 (lt_of_le_of_ne (hx ▸ hxy) (Ne.symm hy))
        rw [ha, Fin.lt_def] at h1
        rw [Fin.le_def]
        omega
      · have h1 : r.1 x < r.1 a := r.2 (lt_of_le_of_ne (hy ▸ hxy) hx)
        rw [ha, Fin.lt_def] at h1
        rw [Fin.le_def]
        omega
      · exact r.2.monotone hxy
    let N := (1 : Matrix (Fin M) (Fin M) ℝ).submatrix r.1 c.1
    let v : Fin k → ℝ := fun b => (1 : Matrix (Fin M) (Fin M) ℝ) j (c.1 b)
    have h1 : (1 + t • Matrix.single i j (1 : ℝ)).submatrix r.1 c.1 =
        N.updateRow a (N a + t • v) := by
      ext b d
      by_cases hb : b = a
      · subst hb
        simp [N, v, Matrix.single_apply, Matrix.one_apply, ha]
      · have hne : i ≠ r.1 b := fun e => hb (r.2.injective (e.symm.trans ha.symm))
        simp [N, Matrix.updateRow_ne hb, hne]
    have h2 : N.updateRow a v =
        (1 : Matrix (Fin M) (Fin M) ℝ).submatrix (Function.update r.1 a j) c.1 := by
      ext b d
      by_cases hb : b = a
      · subst hb
        simp [v, Matrix.one_apply]
      · simp [N, Matrix.updateRow_ne hb, Function.update_of_ne hb, Matrix.one_apply]
    rw [h1, Matrix.det_updateRow_add, Matrix.det_updateRow_smul, Matrix.updateRow_eq_self, h2]
    exact add_nonneg (overlap_nonneg r.2.monotone c.2)
      (mul_nonneg ht (overlap_nonneg hmono c.2))
  · have h1 : (1 + t • Matrix.single i j (1 : ℝ)).submatrix r.1 c.1 =
        (1 : Matrix (Fin M) (Fin M) ℝ).submatrix r.1 c.1 := by
      ext b d
      have hne : i ≠ r.1 b := fun e => h ⟨b, e.symm⟩
      simp [hne]
    rw [h1]
    exact overlap_nonneg r.2.monotone c.2

/-- On three sites, the identity plus a single hop of positive amplitude `t` from the last site to
the first, over the middle one, is not sign-free. -/
theorem not_signFree_long_hop {t : ℝ} (ht : 0 < t) :
    ¬ SignFree (1 + t • Matrix.single (0 : Fin 3) (2 : Fin 3) (1 : ℝ)) := by
  intro h
  -- two fermions go from the last two sites to the first two
  have h1 := h 2 ⟨![0, 1], fun a b => by revert a b; decide⟩
    ⟨![1, 2], fun a b => by revert a b; decide⟩
  simp only [amplitude, Matrix.det_fin_two, Matrix.submatrix_apply] at h1
  simp at h1
  linarith

end SignFreeLineFermions
```

```lean
#print axioms SignFreeLineFermions.signFree_prod
#print axioms SignFreeLineFermions.signFree_diagonal
#print axioms SignFreeLineFermions.signFree_hop
#print axioms SignFreeLineFermions.not_signFree_long_hop
```

```
'SignFreeLineFermions.signFree_prod' depends on axioms: [propext, Classical.choice, Quot.sound]
'SignFreeLineFermions.signFree_diagonal' depends on axioms: [propext, Classical.choice, Quot.sound]
'SignFreeLineFermions.signFree_hop' depends on axioms: [propext, Classical.choice, Quot.sound]
'SignFreeLineFermions.not_signFree_long_hop' depends on axioms: [propext, Classical.choice, Quot.sound]
```

## From assignments to ordered configurations

`det_rows` puts the determinant in the form used above, and `det_mul_expand` turns the product of sums into a sum over assignments `f`.

In `amplitude_mul`, `hinj` shows that $s\circ\sigma$ determines both $s$ and $\sigma$: the range fixes the ordered configuration, and injectivity then fixes the permutation. `hzero` handles the assignments not of this form. An injective `f` could be sorted with `Tuple.sort` and would therefore have the form, so `f` must repeat a site, and two rows agree. `key` restricts the sum accordingly, and `hp` supplies the sign of the permutation.

## Induction and the elementary steps

`overlap_nonneg` treats the minors of the identity with weakly increasing rows. This generality serves both the empty product and the displaced list $r'$.

`signFree_prod` is an induction on the list: the `nil` case uses `overlap_nonneg`, and the `cons` case uses `amplitude_mul` and a sum of nonnegative products.

`signFree_diagonal` pulls the weights out of the rows. In `signFree_hop`, `hmono` proves that $r'$ is weakly increasing, while `h1` and `h2` justify splitting the row. `not_signFree_long_hop` evaluates the two-by-two determinant above and derives a contradiction from its sign.
